# For two projective yes-no questions, the probability of agreeing answers does not depend on their order

Ask a quantum system two yes-no questions in succession, each an ideal projective measurement, with no evolution of the state between them. The total probability that the answers agree, yes-yes plus no-no, is the same whichever question comes first, and so is the total probability that they disagree. This holds for every pure state and every pair of orthogonal projectors $P$ and $Q$, commuting or not. The yes-yes probability alone is independent of the order in every state only when $P$ and $Q$ commute.

## Two identities for idempotents

Let $P$ and $Q$ stand for the answers "yes" to the two questions, and $P'=1-P$ and $Q'=1-Q$ for the answers "no". The operator that belongs to "first $P$, then $Q$" is $PQP$, as is shown below from the Born rule. The sums over agreeing and over disagreeing answers can be compared by algebra alone, so $P$ and $Q$ are at first elements of an arbitrary ring `R`, whose product need not commute.

```lean
import Mathlib

open scoped InnerProductSpace

namespace QuestionOrder

section Algebra

variable {R : Type*} [Ring R] {P Q : R}
```

Assume $P^2=P$ and $Q^2=Q$. Then

$$P'Q'P' = P'P' - P'QP' = (1-P) - (Q - PQ - QP + PQP),$$

and adding $PQP$ gives

$$PQP + P'Q'P' = 1 - P - Q + PQ + QP .$$

The right-hand side is unchanged when $P$ and $Q$ are exchanged, so the sum is the same in both orders. In Lean, `noncomm_ring` does the expansion. Before idempotence is used, the two sides differ by $(P^2-P)-(Q^2-Q)$, which is the combination `hP - hQ`.

```lean
/-- For idempotents `P` and `Q`, the operator for agreeing answers (yes-yes or no-no)
is the same in both question orders. -/
theorem agree_operator (hP : P * P = P) (hQ : Q * Q = Q) :
    P * Q * P + (1 - P) * (1 - Q) * (1 - P) =
      Q * P * Q + (1 - Q) * (1 - P) * (1 - Q) := by
  linear_combination (norm := noncomm_ring) hP - hQ
```

For disagreeing answers,

$$PQ'P + P'QP' = (P - PQP) + (Q - PQ - QP + PQP) = P + Q - PQ - QP,$$

which is again symmetric in $P$ and $Q$. The same combination of hypotheses closes the proof.

```lean
/-- For idempotents `P` and `Q`, the operator for disagreeing answers (yes-no or no-yes)
is the same in both question orders. -/
theorem disagree_operator (hP : P * P = P) (hQ : Q * Q = Q) :
    P * (1 - Q) * P + (1 - P) * Q * (1 - P) =
      Q * (1 - P) * Q + (1 - Q) * P * (1 - Q) := by
  linear_combination (norm := noncomm_ring) hP - hQ
```

A third algebraic fact is needed for the yes-yes answer taken alone. Suppose that $PQP=QPQ$. Idempotence gives

$$(PQ-QP)^2 = PQPQ + QPQP - PQP - QPQ .$$

By the assumption, $PQPQ=(QPQ)Q=QPQ$ and $QPQP=(PQP)P=PQP$, so the right-hand side is zero. The steps `h1` to `h4` simplify the four products of the expanded square.

```lean
/-- If the yes-yes operators `PQP` and `QPQ` of two idempotents coincide, the commutator
of `P` and `Q` squares to zero. -/
theorem commutator_sq_eq_zero (hP : P * P = P) (hQ : Q * Q = Q)
    (h : P * Q * P = Q * P * Q) :
    (P * Q - Q * P) * (P * Q - Q * P) = 0 := by
  have h1 : P * Q * P * Q = Q * P * Q := by rw [h, mul_assoc, hQ]
  have h2 : Q * P * Q * P = P * Q * P := by rw [← h, mul_assoc, hP]
  have h3 : P * Q * Q * P = P * Q * P := by rw [mul_assoc P Q Q, hQ]
  have h4 : Q * P * P * Q = Q * P * Q := by rw [mul_assoc Q P P, hP]
  linear_combination (norm := noncomm_ring) h1 + h2 - h3 - h4

end Algebra
```

## Projectors and the probability of two answers

The states now live in a complex inner product space $H$ of any dimension, which need not be complete. A question is given by a linear operator $P$ on all of $H$ with $P^2=P$ and $\langle Px,y\rangle=\langle x,Py\rangle$ for all $x,y$. In `Module.End ℂ H`, the product `P * Q` is composition with $Q$ acting first, and `1` is the identity operator.

```lean
section Probability

variable {H : Type*} [NormedAddCommGroup H] [InnerProductSpace ℂ H]

/-- An orthogonal projector: an idempotent and symmetric operator. It represents the
answer "yes" to a question. -/
def IsProjector (P : Module.End ℂ H) : Prop :=
  P * P = P ∧ LinearMap.IsSymmetric P
```

Let $\psi$ be a unit vector, and let $E$ and $F$ be the projectors of the first and the second answer. The Born rule gives the first answer the probability $\|E\psi\|^2$. If this is not zero, the state collapses to $E\psi/\|E\psi\|$, and the second answer then has the conditional probability $\|FE\psi\|^2/\|E\psi\|^2$. The product of the two is

$$p(E\text{ then }F)=\|FE\psi\|^2 ,$$

which also gives the correct value zero when $E\psi=0$.

This formula is the definition of `seqProb E F ψ`, with the first answer written first. It is a postulate about the measurement: that a real apparatus collapses the state in this way, with no evolution between the two questions, is the physical step that the hypotheses on $P$ and $Q$ do not supply. The definition accepts any vector; if $\psi$ is nonzero but not normalised, the probability is `seqProb E F ψ` divided by $\|\psi\|^2$.

```lean
/-- The probability that a system in the unit state `ψ` gives first the answer with
projector `E` and then the answer with projector `F`. -/
noncomputable def seqProb (E F : Module.End ℂ H) (ψ : H) : ℝ :=
  ‖F (E ψ)‖ ^ 2
```

The answer "no" must be a projector too. Indeed $(1-P)^2=1-2P+P^2=1-P$, and

$$\langle x-Px,y\rangle=\langle x,y\rangle-\langle x,Py\rangle=\langle x,y-Py\rangle .$$

```lean
variable {P Q : Module.End ℂ H}

/-- If `P` is the projector for "yes", then `1 - P`, for "no", is a projector too. -/
theorem IsProjector.compl (hP : IsProjector P) : IsProjector (1 - P) := by
  refine ⟨?_, fun x y => ?_⟩
  · linear_combination (norm := noncomm_ring) hP.1
  · change inner ℂ (x - P x) y = inner ℂ x (y - P y)
    rw [inner_sub_left, inner_sub_right, hP.2 x y]
```

The probability can now be written as an expectation value. Since $Q$ is symmetric and idempotent, and $P$ is symmetric,

$$\|QP\psi\|^2=\langle QP\psi,QP\psi\rangle=\langle QP\psi,P\psi\rangle=\langle PQP\psi,\psi\rangle .$$

Mathlib's inner product is conjugate-linear in its first argument, and the operator stands there. For the symmetric operator $PQP$ this equals the usual $\langle\psi|PQP|\psi\rangle$. The theorem equates a real probability with a complex inner product, hence the conversion from `ℝ` to `ℂ` on its left-hand side.

```lean
/-- For projectors `P` and `Q`, the probability of `P` followed by `Q` is the expectation
value of `PQP`. -/
theorem seqProb_eq_expectation (hP : IsProjector P) (hQ : IsProjector Q) (ψ : H) :
    ((seqProb P Q ψ : ℝ) : ℂ) = ⟪(P * Q * P) ψ, ψ⟫_ℂ := by
  have hQQ : Q (Q (P ψ)) = Q (P ψ) := LinearMap.congr_fun hQ.1 (P ψ)
  have key : ⟪(P * Q * P) ψ, ψ⟫_ℂ = ⟪Q (P ψ), Q (P ψ)⟫_ℂ := by
    change ⟪P (Q (P ψ)), ψ⟫_ℂ = _
    rw [hP.2 (Q (P ψ)) ψ, ← hQ.2 (Q (P ψ)) (P ψ), hQQ]
  rw [key, inner_self_eq_norm_sq_to_K]
  exact Complex.ofReal_pow _ _
```

## Agreement and disagreement in either order

Taking the expectation value of the first ring identity in the state $\psi$ gives

$$\|QP\psi\|^2+\|Q'P'\psi\|^2=\|PQ\psi\|^2+\|P'Q'\psi\|^2 .$$

The Lean proof does the same: `congrArg` applies $A\mapsto\langle A\psi,\psi\rangle$ to both sides of `agree_operator`, and each of the four terms is then turned back into a probability. The last line returns from complex to real numbers.

```lean
/-- For two questions given by orthogonal projectors, the probability of agreeing answers
does not depend on which question is asked first. -/
theorem agree_probability (hP : IsProjector P) (hQ : IsProjector Q) (ψ : H) :
    seqProb P Q ψ + seqProb (1 - P) (1 - Q) ψ =
      seqProb Q P ψ + seqProb (1 - Q) (1 - P) ψ := by
  -- take the expectation value of the operator identity
  have h := congrArg (fun A : Module.End ℂ H => ⟪A ψ, ψ⟫_ℂ) (agree_operator hP.1 hQ.1)
  simp only [LinearMap.add_apply, inner_add_left] at h
  rw [← seqProb_eq_expectation hP hQ, ← seqProb_eq_expectation hP.compl hQ.compl,
    ← seqProb_eq_expectation hQ hP, ← seqProb_eq_expectation hQ.compl hP.compl] at h
  exact_mod_cast h
```

The second ring identity gives in the same way

$$\|Q'P\psi\|^2+\|QP'\psi\|^2=\|P'Q\psi\|^2+\|PQ'\psi\|^2 .$$

A simulation of two such ideal measurements on the same initial state, with nothing happening between them, should therefore give the same probability of agreement in the two orders, even when $P$ and $Q$ do not commute. If the simulation draws the answers at random, the observed frequencies agree only up to sampling error.

```lean
/-- For two questions given by orthogonal projectors, the probability of disagreeing
answers does not depend on which question is asked first. -/
theorem disagree_probability (hP : IsProjector P) (hQ : IsProjector Q) (ψ : H) :
    seqProb P (1 - Q) ψ + seqProb (1 - P) Q ψ =
      seqProb Q (1 - P) ψ + seqProb (1 - Q) P ψ := by
  have h := congrArg (fun A : Module.End ℂ H => ⟪A ψ, ψ⟫_ℂ) (disagree_operator hP.1 hQ.1)
  simp only [LinearMap.add_apply, inner_add_left] at h
  rw [← seqProb_eq_expectation hP hQ.compl, ← seqProb_eq_expectation hP.compl hQ,
    ← seqProb_eq_expectation hQ hP.compl, ← seqProb_eq_expectation hQ.compl hP] at h
  exact_mod_cast h
```

## When the yes-yes probability is itself independent of order

If $PQ=QP$, then $\|QP\psi\|^2=\|PQ\psi\|^2$ at once. For the converse, suppose that this equality holds for every unit vector.

1. Both sides scale with $|c|^2$ when $\psi$ is replaced by $c\psi$, so the equality extends to all vectors. This is `hall`.

2. Put $A=PQP-QPQ$. Then $\langle Ax,x\rangle=0$ for all $x$. Inserting $x+y$ and $x+iy$ gives
$$\langle Ax,y\rangle+\langle Ay,x\rangle=0,\qquad i\langle Ax,y\rangle-i\langle Ay,x\rangle=0,$$
so $\langle Ax,y\rangle=0$ for all $x,y$. The choice $y=Ax$ yields $A=0$, that is, $PQP=QPQ$. Mathlib's `ext_inner_map` contains this argument.

3. By the third algebraic fact, the commutator $D=PQ-QP$ satisfies $D^2=0$.

4. Since $P$ and $Q$ are symmetric, $\langle Dx,y\rangle=\langle x,(QP-PQ)y\rangle=-\langle x,Dy\rangle$. This is `skew`.

5. Hence $\|Dx\|^2=\langle Dx,Dx\rangle=-\langle x,D^2x\rangle=0$ for every $x$, and $D=0$.

The quantifier over states matters: equality in one particular state does not force $P$ and $Q$ to commute.

```lean
/-- For orthogonal projectors `P` and `Q`, the yes-yes probability alone is independent of
the question order in every unit state exactly when `P` and `Q` commute. -/
theorem yes_yes_order_independent_iff (hP : IsProjector P) (hQ : IsProjector Q) :
    (∀ ψ : H, ‖ψ‖ = 1 → seqProb P Q ψ = seqProb Q P ψ) ↔ P * Q = Q * P := by
  constructor
  · intro h
    -- rescaling extends the equality from unit vectors to all vectors
    have hall : ∀ x : H, seqProb P Q x = seqProb Q P x := by
      intro x
      by_cases hx : x = 0
      · simp [seqProb, hx]
      · have hn : ‖x‖ ≠ 0 := norm_ne_zero_iff.mpr hx
        have hc : ‖((‖x‖ : ℂ))⁻¹‖ ^ 2 ≠ 0 :=
          pow_ne_zero 2 (norm_ne_zero_iff.mpr (inv_ne_zero (Complex.ofReal_ne_zero.mpr hn)))
        have hu : ‖((‖x‖ : ℂ))⁻¹ • x‖ = 1 := by
          rw [norm_smul, norm_inv, Complex.norm_real, norm_norm, inv_mul_cancel₀ hn]
        have hs := h _ hu
        simp only [seqProb, map_smul, norm_smul, mul_pow] at hs
        exact mul_left_cancel₀ hc hs
    -- equal expectation values in all states give equal operators
    have hPQ : P * Q * P = Q * P * Q := (ext_inner_map _ _).1 fun x => by
      rw [← seqProb_eq_expectation hP hQ, ← seqProb_eq_expectation hQ hP, hall x]
    have hD := commutator_sq_eq_zero hP.1 hQ.1 hPQ
    have skew : ∀ x y : H,
        ⟪(P * Q - Q * P) x, y⟫_ℂ = -⟪x, (P * Q - Q * P) y⟫_ℂ := by
      intro x y
      change ⟪P (Q x) - Q (P x), y⟫_ℂ = -⟪x, P (Q y) - Q (P y)⟫_ℂ
      rw [inner_sub_left, inner_sub_right, hP.2 (Q x) y, hQ.2 x (P y),
        hQ.2 (P x) y, hP.2 x (Q y)]
      ring
    -- a skew-symmetric operator with zero square vanishes
    apply sub_eq_zero.mp
    apply LinearMap.ext
    intro x
    have hx : (P * Q - Q * P) ((P * Q - Q * P) x) = 0 := LinearMap.congr_fun hD x
    have h0 : ⟪(P * Q - Q * P) x, (P * Q - Q * P) x⟫_ℂ = 0 := by
      rw [skew, hx, inner_zero_right, neg_zero]
    exact inner_self_eq_zero.mp h0
  · intro h ψ _
    have hψ : P (Q ψ) = Q (P ψ) := LinearMap.congr_fun h ψ
    unfold seqProb
    rw [hψ]

end Probability
```

## A spin-1/2 example in which the order matters

Take a spin 1/2 in the basis of spin up and spin down along $z$, which Lean numbers 0 and 1. The first question is whether the spin is up along $z$.

```lean
section Qubit

/-- The projector onto spin up along `z`. -/
def spinZ : Matrix (Fin 2) (Fin 2) ℂ := !![1, 0; 0, 0]
```

The second question is whether it is up along $x$.

```lean
/-- The projector onto spin up along `x`. -/
noncomputable def spinX : Matrix (Fin 2) (Fin 2) ℂ := !![1/2, 1/2; 1/2, 1/2]
```

Call the two matrices $Z$ and $X$; here they are projectors, not the Pauli matrices that often carry these letters. In the state $e_0$, spin up along $z$,

$$XZe_0=\begin{pmatrix}1/2\\1/2\end{pmatrix},\qquad ZXe_0=\begin{pmatrix}1/2\\0\end{pmatrix}.$$

The yes-yes probability is therefore $1/2$ if $z$ is asked first and $1/4$ if $x$ is asked first. The no-no answers make up the difference: they have probability $0$ in the first order and $1/4$ in the second, so agreement has probability $1/2$ in both.

The theorem checks that both matrices are Hermitian idempotents and evaluates the entries `0 0` of $ZXZ$ and $XZX$, which are the yes-yes expectation values in the state $e_0$. It is stated for matrices and does not mention `seqProb`; the usual reading of a matrix as an operator on $\mathbb{C}^2$ makes the connection. The proof computes the matrices entry by entry.

```lean
/-- The spin projectors along `z` and `x` are Hermitian idempotents, and in the state
spin up along `z` their yes-yes operators have expectation values 1/2 (`z` first) and
1/4 (`x` first). -/
theorem order_effect_witness :
    (spinZ * spinZ = spinZ ∧ spinZ.IsHermitian) ∧
    (spinX * spinX = spinX ∧ spinX.IsHermitian) ∧
    (spinZ * spinX * spinZ) 0 0 = 1 / 2 ∧ (spinX * spinZ * spinX) 0 0 = 1 / 4 := by
  refine ⟨⟨?_, ?_⟩, ⟨?_, ?_⟩, ?_, ?_⟩
  · ext i j
    fin_cases i <;> fin_cases j <;> simp [spinZ, Matrix.mul_apply, Fin.sum_univ_succ]
  · ext i j
    fin_cases i <;> fin_cases j <;> simp [spinZ, Matrix.conjTranspose_apply]
  · ext i j
    fin_cases i <;> fin_cases j <;>
      norm_num [spinX, Matrix.mul_apply, Fin.sum_univ_succ]
  · ext i j
    fin_cases i <;> fin_cases j <;> simp [spinX, Matrix.conjTranspose_apply]
  · norm_num [spinZ, spinX, Matrix.mul_apply, Fin.sum_univ_succ]
  · norm_num [spinZ, spinX, Matrix.mul_apply, Fin.sum_univ_succ]

end Qubit

end QuestionOrder
```

```lean
#print axioms QuestionOrder.agree_probability
-- 'QuestionOrder.agree_probability' depends on axioms: [propext, Classical.choice, Quot.sound]
#print axioms QuestionOrder.disagree_probability
-- 'QuestionOrder.disagree_probability' depends on axioms: [propext, Classical.choice, Quot.sound]
#print axioms QuestionOrder.yes_yes_order_independent_iff
-- 'QuestionOrder.yes_yes_order_independent_iff' depends on axioms: [propext, Classical.choice, Quot.sound]
```
